# Dipolar backward-volume and Damon-Eshbach spin waves occupy adjacent, disjoint frequency bands

If the shape of a dispersion relation is unknown, a root finder asked for the wavenumber at a given frequency may return one of several solutions, or search for one that does not exist. If two branches may overlap in frequency, a frequency alone does not tell which of them a spin wave belongs to. For the two dipolar branches of an in-plane magnetized film treated here, both problems can be avoided. With exchange and anisotropy neglected, and with the same nonzero internal field along the magnetization for both, one branch falls strictly with wavenumber, the other rises strictly from the same long-wavelength limit, and their frequency ranges, whose ends are known in closed form, do not meet.

```lean
import Mathlib

open Filter Topology Set

namespace DipolarSpinWaves

noncomputable section
```

## Two branches and one form factor

Let the film have thickness $d$, let $k>0$ be the in-plane wavenumber, and put $x=kd$. The field enters through $w_H=\gamma\mu_0H$ and the saturation magnetization through $w_M=\gamma\mu_0M_s$, where $\gamma>0$ is the magnitude of the gyromagnetic ratio and $H$ is the internal field. Both are frequencies in the same unit. In Lean they are real numbers `wH` and `wM`, and the hypotheses `0 < wH` and `0 < wM` stand for a film with nonzero magnetization in a nonzero field along it.

The dipolar field of a wave with a uniform profile across the film is governed by

$$P(x)=\frac{1-e^{-x}}{x}.$$

```lean
/-- The dipolar form factor `(1 - exp (-x)) / x` of a film at reduced wavenumber `x = k d`, for `x >
0`. -/
def formFactor (x : ℝ) : ℝ := (1 - Real.exp (-x)) / x
```

When the wave travels along the magnetization, the lowest thickness mode, taken with this uniform profile, has the backward-volume frequency

$$B(x)=\sqrt{w_H\bigl(w_H+w_MP(x)\bigr)}.$$

```lean
/-- The backward-volume frequency at reduced wavenumber `x > 0`, with field frequency `wH` and
magnetization frequency `wM`. -/
def backwardVolume (wH wM x : ℝ) : ℝ := √(wH * (wH + wM * formFactor x))
```

The surface wave that travels in the plane, perpendicular to the magnetization, is not given a uniform profile across the film. It has the Damon-Eshbach frequency

$$D(x)=\sqrt{w_H(w_H+w_M)+\tfrac14w_M^2\bigl(1-e^{-2x}\bigr)}.$$

Both formulas are taken as definitions; they are not derived from the Landau-Lifshitz and magnetostatic equations. Damping, higher thickness modes and oblique propagation are left out.

```lean
/-- The Damon-Eshbach frequency at reduced wavenumber `x ≥ 0`, with field frequency `wH` and
magnetization frequency `wM`. -/
def damonEshbach (wH wM x : ℝ) : ℝ :=
  √(wH * (wH + wM) + wM ^ 2 * (1 - Real.exp (-(2 * x))) / 4)
```

## Bounds on the form factor

For $x>0$ we have $1+x<e^x$. Multiplying by $e^{-x}>0$ gives

$$e^{-x}(1+x)<1.$$

The proof does the same: `h2` is the multiplied inequality and `h1` is $e^{-x}e^x=1$.

```lean
/-- For positive `x`, the decaying exponential lies strictly below `1 / (1 + x)`, written
without division. -/
theorem exp_neg_mul_lt_one {x : ℝ} (hx : 0 < x) : Real.exp (-x) * (1 + x) < 1 := by
  have h1 : Real.exp (-x) * Real.exp x = 1 := by
    rw [← Real.exp_add, neg_add_cancel, Real.exp_zero]
  have h2 := mul_lt_mul_of_pos_left (Real.add_one_lt_exp hx.ne') (Real.exp_pos (-x))
  linarith
```

Three bounds on $P$ follow once the positive denominators are cleared:

- $1/(1+x)<P(x)$ means $x<(1+x)(1-e^{-x})$, which rearranges to the inequality just proved.
- $P(x)<1$ means $1-x<e^{-x}$, the strict tangent inequality for the exponential at $-x\neq0$.
- $P(x)<1/x$ means $1-e^{-x}<1$, which holds because $e^{-x}>0$.

In Lean, `div_lt_div_iff₀` and `div_lt_one` clear the denominators, and linear or nonlinear arithmetic finishes each case.

```lean
/-- At positive wavenumber the form factor lies above `1 / (1 + x)` and below both `1`
and `1 / x`. -/
theorem formFactor_bounds {x : ℝ} (hx : 0 < x) :
    1 / (1 + x) < formFactor x ∧ formFactor x < 1 ∧ formFactor x < 1 / x := by
  have he := Real.exp_pos (-x)
  have h1 := exp_neg_mul_lt_one hx
  have h2 := Real.add_one_lt_exp (neg_ne_zero.mpr hx.ne')
  unfold formFactor
  refine ⟨?_, ?_, ?_⟩
  · rw [div_lt_div_iff₀ (by linarith) hx]
    linarith
  · rw [div_lt_one hx]
    linarith
  · rw [div_lt_div_iff₀ hx hx]
    nlinarith [mul_pos he hx]
```

## The form factor falls from 1 to 0

Let $0<x<y$. Since $P(y)<P(x)$ is equivalent to $x(1-e^{-y})<y(1-e^{-x})$, we need the difference of the two sides to be positive. The exponential lies above its tangent, so $e^{-y}\ge e^{-x}\bigl(1-(y-x)\bigr)$, and therefore

$$
\begin{aligned}
y(1-e^{-x})-x(1-e^{-y})
&=(y-x)-ye^{-x}+xe^{-y}\\
&\ge (y-x)-ye^{-x}+xe^{-x}\bigl(1-(y-x)\bigr)\\
&=(y-x)\bigl(1-e^{-x}(1+x)\bigr)>0.
\end{aligned}
$$

The two products handed to `nlinarith` are the last line and the tangent inequality multiplied by $x$.

The limits come from squeezing: $1/(1+x)<P(x)<1$ gives $P\to1$ as $x\to0^+$, and $0<P(x)<1/x$ gives $P\to0$ as $x\to\infty$.

In the statement, `StrictAntiOn formFactor (Ioi 0)` says that $P$ is strictly decreasing on $x>0$. The filter `𝓝[>] 0` means approach to zero from above, and `atTop` means $x\to\infty$. Lean's division convention sets $P(0)=0$, but the one-sided limit does not see that value.

```lean
/-- The form factor decreases strictly with wavenumber, from the limit `1` at long wavelength
to the limit `0` at short wavelength. -/
theorem formFactor_strictAnti_and_limits :
    StrictAntiOn formFactor (Ioi 0) ∧ Tendsto formFactor (𝓝[>] 0) (𝓝 1) ∧
      Tendsto formFactor atTop (𝓝 0) := by
  refine ⟨?_, ?_, ?_⟩
  · intro x hx y hy hxy
    have hx' : 0 < x := hx
    have hy' : 0 < y := hy
    have h1 := exp_neg_mul_lt_one hx'
    -- the exponential lies above its tangent at `x`
    have h2 : Real.exp (-x) * (-(y - x) + 1) ≤ Real.exp (-y) := by
      calc Real.exp (-x) * (-(y - x) + 1)
          ≤ Real.exp (-x) * Real.exp (-(y - x)) :=
            mul_le_mul_of_nonneg_left (Real.add_one_le_exp _) (Real.exp_pos _).le
        _ = Real.exp (-y) := by
            rw [← Real.exp_add]
            congr 1
            ring
    unfold formFactor
    rw [div_lt_div_iff₀ hy' hx']
    nlinarith [mul_pos (sub_pos.mpr hxy) (sub_pos.mpr h1),
      mul_le_mul_of_nonneg_left h2 hx'.le]
  · have hc : ContinuousAt (fun x : ℝ => 1 / (1 + x)) 0 :=
      continuousAt_const.div (by fun_prop) (by norm_num)
    have hl : Tendsto (fun x : ℝ => 1 / (1 + x)) (𝓝 0) (𝓝 (1 / (1 + 0))) := hc
    rw [show (1 : ℝ) / (1 + 0) = 1 by norm_num] at hl
    refine tendsto_of_tendsto_of_tendsto_of_le_of_le' (hl.mono_left nhdsWithin_le_nhds)
      tendsto_const_nhds ?_ ?_
    · filter_upwards [self_mem_nhdsWithin] with x hx
      exact (formFactor_bounds hx).1.le
    · filter_upwards [self_mem_nhdsWithin] with x hx
      exact (formFactor_bounds hx).2.1.le
  · refine tendsto_of_tendsto_of_tendsto_of_le_of_le' tendsto_const_nhds
      tendsto_inv_atTop_zero ?_ ?_
    · filter_upwards [eventually_gt_atTop 0] with x hx
      have h : 0 < 1 / (1 + x) := by positivity
      exact (h.trans (formFactor_bounds hx).1).le
    · filter_upwards [eventually_gt_atTop 0] with x hx
      rw [← one_div]
      exact (formFactor_bounds hx).2.2.le
```

## The backward-volume branch falls

For $0<x<y$ we have $0<P(y)<P(x)$, so multiplying by $w_M$, adding $w_H$ and multiplying by $w_H$ gives

$$0<w_H\bigl(w_H+w_MP(y)\bigr)<w_H\bigl(w_H+w_MP(x)\bigr).$$

The square root is strictly increasing on nonnegative numbers, hence $B(y)<B(x)$. It is also continuous, so the limits of $P$ pass through it:

$$B(x)\to\sqrt{w_H(w_H+w_M)}\quad(x\to0^+),\qquad B(x)\to\sqrt{w_H^2}=w_H\quad(x\to\infty).$$

The last equality uses $w_H>0$. The proof builds both limits from those of `formFactor` by the same chain of operations.

```lean
/-- The backward-volume branch decreases strictly with wavenumber, from the limit
`√(wH (wH + wM))` at long wavelength to the limit `wH` at short wavelength. -/
theorem backwardVolume_branch {wH wM : ℝ} (hH : 0 < wH) (hM : 0 < wM) :
    StrictAntiOn (backwardVolume wH wM) (Ioi 0) ∧
      Tendsto (backwardVolume wH wM) (𝓝[>] 0) (𝓝 √(wH * (wH + wM))) ∧
      Tendsto (backwardVolume wH wM) atTop (𝓝 wH) := by
  obtain ⟨hanti, h0, h1⟩ := formFactor_strictAnti_and_limits
  refine ⟨?_, ?_, ?_⟩
  · intro x hx y hy hxy
    have hy' : 0 < y := hy
    have hpos : 0 < formFactor y :=
      lt_trans (by positivity) (formFactor_bounds hy').1
    refine Real.sqrt_lt_sqrt (by positivity) ?_
    have h := mul_lt_mul_of_pos_left (hanti hx hy hxy) hM
    exact mul_lt_mul_of_pos_left (by linarith) hH
  · have h := (((h0.const_mul wM).const_add wH).const_mul wH).sqrt
    rw [mul_one] at h
    exact h
  · have h := (((h1.const_mul wM).const_add wH).const_mul wH).sqrt
    rw [mul_zero, add_zero, Real.sqrt_mul_self hH.le] at h
    exact h
```

## The Damon-Eshbach branch rises

For $0<x<y$ the radicand grows by

$$\tfrac14w_M^2\bigl(e^{-2x}-e^{-2y}\bigr)>0,$$

and it is positive at $x$, so $D(x)<D(y)$. As $D$ is continuous at $0$, its limit there is $D(0)=\sqrt{w_H(w_H+w_M)}$. As $x\to\infty$ the exponential vanishes and the radicand tends to a perfect square,

$$w_H(w_H+w_M)+\tfrac14w_M^2=\bigl(w_H+\tfrac12w_M\bigr)^2,$$

which gives the limit $w_H+w_M/2$. In Lean, `ring` checks the square and `Real.sqrt_sq` takes its root.

```lean
/-- The Damon-Eshbach branch increases strictly with wavenumber, from the limit
`√(wH (wH + wM))` at long wavelength to the limit `wH + wM / 2` at short wavelength. -/
theorem damonEshbach_branch {wH wM : ℝ} (hH : 0 < wH) (hM : 0 < wM) :
    StrictMonoOn (damonEshbach wH wM) (Ioi 0) ∧
      Tendsto (damonEshbach wH wM) (𝓝[>] 0) (𝓝 √(wH * (wH + wM))) ∧
      Tendsto (damonEshbach wH wM) atTop (𝓝 (wH + wM / 2)) := by
  refine ⟨?_, ?_, ?_⟩
  · intro x hx y hy hxy
    have hx' : 0 < x := hx
    have h1 : Real.exp (-(2 * x)) < 1 := Real.exp_lt_one_iff.mpr (by linarith)
    have h2 : Real.exp (-(2 * y)) < Real.exp (-(2 * x)) :=
      Real.exp_lt_exp.mpr (by linarith)
    have hM2 : 0 < wM ^ 2 := by positivity
    have hHM : 0 < wH * (wH + wM) := by positivity
    refine Real.sqrt_lt_sqrt ?_ ?_
    · nlinarith [mul_pos hM2 (sub_pos.mpr h1)]
    · nlinarith [mul_pos hM2 (sub_pos.mpr h2)]
  · have hc : Continuous (damonEshbach wH wM) := by
      unfold damonEshbach
      fun_prop
    have h0 : damonEshbach wH wM 0 = √(wH * (wH + wM)) := by
      simp [damonEshbach]
    rw [← h0]
    exact (hc.tendsto 0).mono_left nhdsWithin_le_nhds
  · have he : Tendsto (fun x : ℝ => Real.exp (-(2 * x))) atTop (𝓝 0) :=
      Real.tendsto_exp_neg_atTop_nhds_zero.comp
        (tendsto_id.const_mul_atTop (two_pos : (0 : ℝ) < 2))
    have h := ((((he.const_sub 1).const_mul (wM ^ 2)).div_const 4).const_add
      (wH * (wH + wM))).sqrt
    -- the limiting radicand is a perfect square
    rw [show wH * (wH + wM) + wM ^ 2 * (1 - 0) / 4 = (wH + wM / 2) ^ 2 by ring,
      Real.sqrt_sq (by positivity)] at h
    exact h
```

## From limits to attained frequencies

Let $f$ be continuous and strictly increasing on $x>0$, with limit $a$ at $0^+$ and $b$ at infinity. Monotonicity gives, for every $x>0$,

$$a\le f(x/2)<f(x)<f(x+1)\le b,$$

so neither limit is attained. Conversely, let $a<w<b$. Close enough to zero $f$ is below $w$, and far enough out it is above $w$, so by the intermediate value theorem $f$ takes the value $w$ in between.

The conclusion `f '' Ioi 0 = Ioo a b` says that the set of values of $f$ on $x>0$ is the open interval $(a,b)$. The two halves of the proof are the two inclusions.

```lean
/-- A continuous, strictly increasing dispersion relation on positive wavenumbers attains
exactly the frequencies strictly between its two limits. -/
theorem band_of_strictMono {f : ℝ → ℝ} {a b : ℝ} (hm : StrictMonoOn f (Ioi 0))
    (hc : ContinuousOn f (Ioi 0)) (h0 : Tendsto f (𝓝[>] 0) (𝓝 a))
    (h1 : Tendsto f atTop (𝓝 b)) : f '' Ioi 0 = Ioo a b := by
  ext w
  constructor
  · rintro ⟨x, hx, rfl⟩
    have hx' : 0 < x := hx
    have hh : x / 2 ∈ Ioi (0 : ℝ) := half_pos hx'
    have hs : x + 1 ∈ Ioi (0 : ℝ) := add_pos hx' one_pos
    have ha : a ≤ f (x / 2) := by
      refine le_of_tendsto h0 ?_
      filter_upwards [Ioo_mem_nhdsGT (half_pos hx')] with y hy
      exact (hm hy.1 hh hy.2).le
    have hb : f (x + 1) ≤ b := by
      refine ge_of_tendsto h1 ?_
      filter_upwards [eventually_gt_atTop (x + 1)] with y hy
      exact (hm hs (lt_trans hs hy) hy).le
    exact ⟨ha.trans_lt (hm hh hx (half_lt_self hx')),
      (hm hx hs (lt_add_one x)).trans_le hb⟩
  · rintro ⟨ha, hb⟩
    obtain ⟨x, hx, hxp⟩ := ((h0.eventually_lt_const ha).and eventually_mem_nhdsWithin).exists
    obtain ⟨y, hy, hyp⟩ := ((h1.eventually_const_lt hb).and (eventually_gt_atTop 0)).exists
    exact isPreconnected_Ioi.intermediate_value hxp hyp hc ⟨hx.le, hy.le⟩
```

Applied to $D$, this gives its band directly. The function $B$ decreases, so the lemma is applied to $-B$, which rises from $-\sqrt{w_H(w_H+w_M)}$ to $-w_H$, and the signs are then reversed. Continuity of $B$ on $x>0$ holds because the denominator of $P$ is nonzero there. The attained frequencies are

$$B:\ \bigl(w_H,\ \sqrt{w_H(w_H+w_M)}\bigr),\qquad D:\ \bigl(\sqrt{w_H(w_H+w_M)},\ w_H+\tfrac12w_M\bigr).$$

Together with strict monotonicity, this means that each frequency in a band belongs to exactly one positive wavenumber on that branch.

```lean
/-- The backward-volume frequencies fill exactly the open band from `wH` to `√(wH (wH + wM))`,
and the Damon-Eshbach frequencies exactly the one from `√(wH (wH + wM))` to `wH + wM / 2`. -/
theorem spinWave_bands {wH wM : ℝ} (hH : 0 < wH) (hM : 0 < wM) :
    backwardVolume wH wM '' Ioi 0 = Ioo wH √(wH * (wH + wM)) ∧
      damonEshbach wH wM '' Ioi 0 = Ioo √(wH * (wH + wM)) (wH + wM / 2) := by
  obtain ⟨ba, b0, b1⟩ := backwardVolume_branch hH hM
  obtain ⟨dm, d0, d1⟩ := damonEshbach_branch hH hM
  constructor
  · have hP : ContinuousOn formFactor (Ioi 0) := by
      unfold formFactor
      exact ContinuousOn.div (by fun_prop) continuousOn_id (fun x hx => ne_of_gt hx)
    have hc : ContinuousOn (backwardVolume wH wM) (Ioi 0) :=
      (continuousOn_const.mul (continuousOn_const.add (continuousOn_const.mul hP))).sqrt
    -- reflect the decreasing branch to an increasing one
    have h := band_of_strictMono (f := fun x => -backwardVolume wH wM x)
      (fun x hx y hy hxy => neg_lt_neg (ba hx hy hxy)) hc.neg b0.neg b1.neg
    ext w
    have hw := Set.ext_iff.mp h (-w)
    simp only [mem_image, mem_Ioo, neg_inj, neg_lt_neg_iff] at hw
    rw [mem_image, mem_Ioo, hw]
    exact and_comm
  · have hc : Continuous (damonEshbach wH wM) := by
      unfold damonEshbach
      fun_prop
    exact band_of_strictMono dm hc.continuousOn d0 d1
```

## No overlap, even at different wavenumbers

For any $x,y>0$ the two bands give

$$B(x)<\sqrt{w_H(w_H+w_M)}<D(y).$$

The wavenumbers need not be equal, which is why the theorem carries separate variables `x` and `y`. In a micromagnetic simulation, the bands offer a plausibility check on computed frequencies where this exchange-free, lowest-mode model applies.

```lean
/-- Every backward-volume frequency lies strictly below every Damon-Eshbach frequency, also
when the two wavenumbers differ. -/
theorem backwardVolume_lt_damonEshbach {wH wM x y : ℝ} (hH : 0 < wH) (hM : 0 < wM)
    (hx : 0 < x) (hy : 0 < y) : backwardVolume wH wM x < damonEshbach wH wM y := by
  obtain ⟨hb, hd⟩ := spinWave_bands hH hM
  have h1 : backwardVolume wH wM x ∈ Ioo wH √(wH * (wH + wM)) :=
    hb ▸ mem_image_of_mem _ hx
  have h2 : damonEshbach wH wM y ∈ Ioo √(wH * (wH + wM)) (wH + wM / 2) :=
    hd ▸ mem_image_of_mem _ hy
  exact h1.2.trans h2.1

end

end DipolarSpinWaves
```

```lean
#print axioms DipolarSpinWaves.backwardVolume_lt_damonEshbach
-- 'DipolarSpinWaves.backwardVolume_lt_damonEshbach' depends on axioms: [propext, Classical.choice, Quot.sound]
```

## A film with $w_M=3w_H$

Measure frequencies in units of $w_H$, so that $w_H=1$ and $w_M=3$. The common limit is $\sqrt{1\cdot4}=2$ and the upper Damon-Eshbach limit is $1+3/2=2.5$. The bands are $(1,2)$ and $(2,2.5)$.

At $x=\ln2$ we have $e^{-x}=1/2$ and $e^{-2x}=1/4$, hence $P=0.5/0.6931\approx0.7213$ and

$$B\approx\sqrt{1+3(0.7213)}\approx1.779,\qquad D=\sqrt{4+\tfrac94\cdot\tfrac34}=\sqrt{5.6875}\approx2.385.$$

Doubling the wavenumber to $x=2\ln2$ gives $P=0.75/1.3863\approx0.5410$ and

$$B\approx\sqrt{1+3(0.5410)}\approx1.620,\qquad D=\sqrt{4+\tfrac94\cdot\tfrac{15}{16}}\approx2.472.$$

The first frequency has fallen, the second has risen, and all four values lie in their bands.
